# Lowering the top product state of two spins gives the stretched Clebsch–Gordan coefficients

In units of $\hbar$, lowering two spins 1/2 once from $|{\uparrow\uparrow}\rangle$ gives $|{\downarrow\uparrow}\rangle+|{\uparrow\downarrow}\rangle$, and lowering again gives $2\,|{\downarrow\downarrow}\rangle$, because both terms arrive at the same state. For spins $a/2$ and $b/2$ each step also carries a weight, and the weighted sum over routes gives every product state reached after $k$ lowerings an amplitude $k!$ times the square roots of two binomial coefficients. Once the lowered state is normalised, its amplitudes are the Clebsch–Gordan coefficients of the stretched states, those of the largest total spin $(a+b)/2$.

```lean
import Mathlib

open Matrix
open scoped Kronecker

namespace StretchedCoupling

noncomputable section

/-- The matrix element of the lowering operator of spin `a/2` from level `n - 1` to level `n`,
for `1 ≤ n ≤ a`; levels are counted downwards from the top state. -/
def ladder (a n : ℕ) : ℝ := √((n : ℝ) * ((a : ℝ) + 1 - n))

/-- The lowering operator of spin `a/2`, in units of ħ. -/
def lowering (a : ℕ) : Matrix (Fin (a + 1)) (Fin (a + 1)) ℂ :=
  Matrix.of fun i j => if (i : ℕ) = j + 1 then (ladder a i : ℂ) else 0

/-- The total lowering operator of two spins `a/2` and `b/2`. -/
def total (a b : ℕ) : Matrix (Fin (a + 1) × Fin (b + 1)) (Fin (a + 1) × Fin (b + 1)) ℂ :=
  lowering a ⊗ₖ 1 + 1 ⊗ₖ lowering b

/-- The product of the two top states. -/
def top (a b : ℕ) : Fin (a + 1) × Fin (b + 1) → ℂ := Pi.single (0, 0) 1

/-- The top product state lowered `k` times and divided by `k! √C(a+b, k)`, for `k ≤ a + b`. -/
def stretched (a b k : ℕ) : Fin (a + 1) × Fin (b + 1) → ℂ :=
  ((k.factorial * √((a + b).choose k) : ℝ) : ℂ)⁻¹ • (total a b ^ k *ᵥ top a b)

/-- Lowering moves each amplitude down one level with the ladder weight; the top level
receives nothing, since its weight is zero. -/
theorem lowering_mulVec (a : ℕ) (f : ℕ → ℂ) (i : Fin (a + 1)) :
    (lowering a *ᵥ fun j => f j) i = (ladder a i : ℂ) * f (i - 1) := by
  obtain ⟨i, hi⟩ := i
  cases i with
  | zero => simp [Matrix.mulVec, dotProduct, lowering, ladder]
  | succ m =>
    simp only [Matrix.mulVec, dotProduct, lowering, Matrix.of_apply]
    rw [Finset.sum_eq_single (⟨m, by omega⟩ : Fin (a + 1))]
    · simp
    · intro j _ hj
      have hm : m ≠ (j : ℕ) := fun h => hj (Fin.ext h.symm)
      simp [hm]
    · simp

/-- The ladder weight turns one root binomial amplitude into the next, with a factor `n`. -/
theorem ladder_mul_sqrt_choose (a n : ℕ) (hn : n ≤ a) :
    ladder a n * √(a.choose (n - 1)) = n * √(a.choose n) := by
  cases n with
  | zero => simp [ladder]
  | succ n =>
    have h := congrArg (Nat.cast : ℕ → ℝ) (Nat.choose_succ_right_eq a n)
    push_cast [Nat.cast_sub (by omega : n ≤ a)] at h
    have e : ((n + 1 : ℕ) : ℝ) * ((a : ℝ) + 1 - (n + 1 : ℕ)) * (a.choose n) =
        ((n + 1 : ℕ) : ℝ) ^ 2 * (a.choose (n + 1)) := by
      push_cast
      linear_combination (-((n : ℝ) + 1)) * h
    rw [ladder, Nat.add_sub_cancel, ← Real.sqrt_mul' _ (Nat.cast_nonneg _), e,
      Real.sqrt_mul (by positivity), Real.sqrt_sq (by positivity)]

/-- Lowering one spin, with the other held at level `m`, takes root binomial amplitudes on
total level `k` to total level `k + 1` and multiplies them by the level of the lowered spin. -/
theorem lowering_step (a k m : ℕ) (c r : ℝ) (i : Fin (a + 1)) :
    (lowering a *ᵥ fun n => if (n : ℕ) + m = k then
      ((c * (√(a.choose n) * r) : ℝ) : ℂ) else 0) i =
    if (i : ℕ) + m = k + 1 then ((c * ((i : ℕ) * √(a.choose i) * r) : ℝ) : ℂ) else 0 := by
  refine (lowering_mulVec a (fun n => if n + m = k then
    ((c * (√(a.choose n) * r) : ℝ) : ℂ) else 0) i).trans ?_

  rcases Nat.eq_zero_or_pos (i : ℕ) with h | h
  · simp [h, ladder]
  · by_cases h' : (i : ℕ) + m = k + 1
    · rw [if_pos (by omega), if_pos h', ← ladder_mul_sqrt_choose a i (by omega)]
      push_cast
      ring
    · rw [if_neg (by omega), if_neg h', mul_zero]

/-- The amplitudes of the top product state after `k` total lowerings. -/
theorem total_pow_apply (a b k : ℕ) (i : Fin (a + 1)) (j : Fin (b + 1)) :
    (total a b ^ k *ᵥ top a b) (i, j) = if (i : ℕ) + j = k then
      ((k.factorial * (√(a.choose i) * √(b.choose j)) : ℝ) : ℂ) else 0 := by
  induction k generalizing i j with
  | zero =>
    rw [pow_zero, Matrix.one_mulVec, top]
    by_cases h : i = 0 ∧ j = 0
    · obtain ⟨rfl, rfl⟩ := h
      simp
    · have h' : ¬ ((i : ℕ) + j = 0) := fun e =>
        h ⟨Fin.ext (show (i : ℕ) = 0 by omega), Fin.ext (show (j : ℕ) = 0 by omega)⟩
      rw [if_neg h', Pi.single_eq_of_ne (fun e => h ⟨congrArg Prod.fst e, congrArg Prod.snd e⟩)]
  | succ k ih =>
    -- the total operator lowers either the first or the second spin
    have split : ∀ v : Fin (a + 1) × Fin (b + 1) → ℂ, (total a b *ᵥ v) (i, j) =
        (lowering a *ᵥ fun x => v (x, j)) i + (lowering b *ᵥ fun y => v (i, y)) j := by
      intro v
      simp only [total, Matrix.add_mulVec, Pi.add_apply]
      congr 1
      · simp [Matrix.mulVec, dotProduct, Fintype.sum_prod_type, Matrix.one_apply]
      · simp only [Matrix.mulVec, dotProduct, Fintype.sum_prod_type]
        rw [Finset.sum_comm]
        simp [Matrix.one_apply]
    have h2 : (fun y => (total a b ^ k *ᵥ top a b) (i, y)) = fun y : Fin (b + 1) =>
        if (y : ℕ) + i = k then
          ((k.factorial * (√(b.choose y) * √(a.choose i)) : ℝ) : ℂ) else 0 := by
      funext y
      rw [ih, Nat.add_comm (i : ℕ) y, mul_comm √(a.choose i : ℝ)]
    rw [pow_succ', ← Matrix.mulVec_mulVec, split, funext fun x => ih x j, h2,
      lowering_step, lowering_step]
    by_cases h : (i : ℕ) + j = k + 1
    · have hR : ((i : ℕ) : ℝ) + (j : ℕ) = k + 1 := by exact_mod_cast h
      rw [if_pos h, if_pos (by omega), if_pos h, ← Complex.ofReal_add, Nat.factorial_succ]
      congr 1
      push_cast
      linear_combination (k.factorial * √(a.choose i) * √(b.choose j) : ℝ) * hR
    · rw [if_neg h, if_neg (by omega), if_neg h, add_zero]

/-- Lowering the top product state `k` times gives `k!` times the sum of the product states of
total level `k`, each weighted by the root of the product of its two binomials. -/
theorem total_pow_top (a b k : ℕ) :
    total a b ^ k *ᵥ top a b = (k.factorial : ℂ) •
      ∑ p : Fin (a + 1) × Fin (b + 1) with (p.1 : ℕ) + p.2 = k,
        ((√(a.choose p.1 * b.choose p.2) : ℝ) : ℂ) • Pi.single p (1 : ℂ) := by
  ext ⟨i, j⟩
  rw [total_pow_apply]
  simp only [Pi.smul_apply, Finset.sum_apply, Pi.single_apply, smul_eq_mul, mul_ite, mul_one,
    mul_zero, Finset.sum_ite_eq, Finset.mem_filter, Finset.mem_univ, true_and]
  rw [Real.sqrt_mul (Nat.cast_nonneg _)]
  push_cast
  rfl

/-- The squared norm of the top product state lowered `k` times is `(k!)² C(a+b, k)`. -/
theorem total_pow_top_normSq (a b k : ℕ) :
    star (total a b ^ k *ᵥ top a b) ⬝ᵥ (total a b ^ k *ᵥ top a b) =
      (k.factorial : ℂ) ^ 2 * ((a + b).choose k : ℂ) := by
  -- Vandermonde's identity, restricted to the levels that exist
  have h : ∑ p ∈ (Finset.range (a + 1) ×ˢ Finset.range (b + 1)).filter
      (fun p => p.1 + p.2 = k), a.choose p.1 * b.choose p.2 = (a + b).choose k := by
    rw [Nat.add_choose_eq]
    apply Finset.sum_subset
    · intro p hp
      exact Finset.HasAntidiagonal.mem_antidiagonal.2 (Finset.mem_filter.1 hp).2
    · intro p hp hn
      rw [Finset.HasAntidiagonal.mem_antidiagonal] at hp
      simp only [Finset.mem_filter, Finset.mem_product, Finset.mem_range, hp, and_true,
        not_and_or, not_lt] at hn
      rcases hn with h | h
      · rw [Nat.choose_eq_zero_of_lt (show a < p.1 by omega), zero_mul]
      · rw [Nat.choose_eq_zero_of_lt (show b < p.2 by omega), mul_zero]
  have hv : ∑ i : Fin (a + 1), ∑ j : Fin (b + 1),
      (if (i : ℕ) + j = k then a.choose i * b.choose j else 0) = (a + b).choose k := by
    rw [← h, Finset.sum_filter, Finset.sum_product]
    refine (Fin.sum_univ_eq_sum_range (fun i => ∑ j : Fin (b + 1),
      if i + (j : ℕ) = k then a.choose i * b.choose j else 0) (a + 1)).trans ?_
    exact Finset.sum_congr rfl fun i _ => Fin.sum_univ_eq_sum_range
      (fun j => if i + j = k then a.choose i * b.choose j else 0) (b + 1)
  rw [← hv]
  push_cast
  simp only [dotProduct, Fintype.sum_prod_type, Pi.star_apply, total_pow_apply, Finset.mul_sum]
  refine Finset.sum_congr rfl fun i _ => Finset.sum_congr rfl fun j _ => ?_
  split_ifs
  · have hx := Real.mul_self_sqrt (Nat.cast_nonneg (α := ℝ) (a.choose i))
    have hy := Real.mul_self_sqrt (Nat.cast_nonneg (α := ℝ) (b.choose j))
    rw [Complex.star_def, Complex.conj_ofReal, ← Complex.ofReal_mul]
    norm_cast
    push_cast
    linear_combination (k.factorial : ℝ) ^ 2 * √(b.choose j) * √(b.choose j) * hx +
      (k.factorial : ℝ) ^ 2 * (a.choose i) * hy
  · simp

/-- The amplitude of `stretched a b k` at levels `i` and `j` is `√(C(a, i) C(b, j) / C(a+b, k))` if
`i + j = k`, and zero otherwise. -/
theorem stretched_apply (a b k : ℕ) (i : Fin (a + 1)) (j : Fin (b + 1)) :
    stretched a b k (i, j) = if (i : ℕ) + j = k then
      ((√(a.choose i * b.choose j / (a + b).choose k) : ℝ) : ℂ) else 0 := by
  rw [stretched, Pi.smul_apply, total_pow_apply, smul_eq_mul]
  split_ifs
  · have hk : (k.factorial : ℝ) ≠ 0 := by exact_mod_cast k.factorial_ne_zero
    rw [← Complex.ofReal_inv, ← Complex.ofReal_mul, Real.sqrt_div (by positivity),
      Real.sqrt_mul (Nat.cast_nonneg _), mul_inv, div_eq_mul_inv]
    congr 1
    linear_combination (√((a + b).choose k : ℝ))⁻¹ * (√(a.choose i) * √(b.choose j)) *
      inv_mul_cancel₀ hk
  · rw [mul_zero]

/-- Total lowering acts on the stretched states with the matrix elements of a single
spin `(a+b)/2`. -/
theorem total_stretched (a b k : ℕ) :
    total a b *ᵥ stretched a b k =
      (ladder (a + b) (k + 1) : ℂ) • stretched a b (k + 1) := by
  rw [stretched, stretched, Matrix.mulVec_smul, Matrix.mulVec_mulVec, ← pow_succ', smul_smul]
  by_cases hk : k < a + b
  · have e : ((k + 1).factorial * √((a + b).choose (k + 1)) : ℝ) =
        ladder (a + b) (k + 1) * (k.factorial * √((a + b).choose k)) := by
      have h := ladder_mul_sqrt_choose (a + b) (k + 1) hk
      rw [Nat.add_sub_cancel] at h
      rw [Nat.factorial_succ, Nat.cast_mul]
      linear_combination (-(k.factorial : ℝ)) * h
    have hL : ladder (a + b) (k + 1) ≠ 0 := by
      intro h0
      have hc : (0 : ℝ) < (a + b).choose (k + 1) := by exact_mod_cast Nat.choose_pos hk
      have hf : (0 : ℝ) < (k + 1).factorial := by exact_mod_cast (k + 1).factorial_pos
      rw [h0, zero_mul] at e
      exact (mul_pos hf (Real.sqrt_pos.2 hc)).ne' e
    rw [e, Complex.ofReal_mul (ladder (a + b) (k + 1)), mul_inv,
      mul_inv_cancel_left₀ (Complex.ofReal_ne_zero.2 hL)]
  · -- below the lowest state nothing is left
    have hz : total a b ^ (k + 1) *ᵥ top a b = 0 := by
      ext ⟨i, j⟩
      rw [total_pow_apply, if_neg (by omega), Pi.zero_apply]
    rw [hz, smul_zero, smul_zero]

end

end StretchedCoupling
```

```lean
#print axioms StretchedCoupling.total_pow_top
#print axioms StretchedCoupling.total_pow_top_normSq
#print axioms StretchedCoupling.stretched_apply
#print axioms StretchedCoupling.total_stretched
```

```
'StretchedCoupling.total_pow_top' depends on axioms: [propext, Classical.choice, Quot.sound]
'StretchedCoupling.total_pow_top_normSq' depends on axioms: [propext, Classical.choice, Quot.sound]
'StretchedCoupling.stretched_apply' depends on axioms: [propext, Classical.choice, Quot.sound]
'StretchedCoupling.total_stretched' depends on axioms: [propext, Classical.choice, Quot.sound]
```

## From two arrows to two arbitrary spins

Let $e_0,\dots,e_a$ be the states of a spin $a/2$, counted downwards from the top, so that $e_n$ has magnetic number $m=a/2-n$. In units of $\hbar$, the lowering operator of a spin $s$ takes $|s,m\rangle$ to $\sqrt{(s+m)(s-m+1)}\,|s,m-1\rangle$. For the step from $e_{n-1}$ to $e_n$ we have $s=a/2$ and $m=a/2-n+1$, which gives the weight

$$\ell_a(n)=\sqrt{n\,(a+1-n)},\qquad J_-e_{n-1}=\ell_a(n)\,e_n .$$

Everything rests on how this weight acts on a root binomial. For $1\le n\le a$ we have $n\binom an=(a+1-n)\binom a{n-1}$. Multiplying by $n$ and taking roots gives

$$\ell_a(n)\sqrt{\tbinom a{n-1}}=n\sqrt{\tbinom an}.$$

The identity also holds at $n=0$ when $n-1$ is read as $0$, since both sides vanish.

Now let $J_-=J_-^{(a)}\otimes 1+1\otimes J_-^{(b)}$, and let $A_k(i,j)$ be the amplitude of $e_i\otimes e_j$ in $J_-^k(e_0\otimes e_0)$. The claim is that

$$A_k(i,j)=k!\sqrt{\tbinom ai\tbinom bj}\quad\text{if } i+j=k,$$

and zero otherwise. At $k=0$ the only amplitude is $1$, at $i=j=0$. For the next step, $e_i\otimes e_j$ is reached by lowering either the first spin or the second:

$$A_{k+1}(i,j)=\ell_a(i)A_k(i-1,j)+\ell_b(j)A_k(i,j-1).$$

A term whose level would be negative is absent, in agreement with its zero weight. If $i+j\neq k+1$, both terms vanish. If $i+j=k+1$, the weight identity gives

$$A_{k+1}(i,j)=k!\,(i+j)\sqrt{\tbinom ai\tbinom bj}=(k+1)!\sqrt{\tbinom ai\tbinom bj}.$$

The squared norm is the sum of the squared amplitudes. Terms with $i>a$ or $j>b$ have a vanishing binomial, so Vandermonde's identity applies to the levels that exist:

$$\|J_-^k(e_0\otimes e_0)\|^2=(k!)^2\sum_{i+j=k}\binom ai\binom bj=(k!)^2\binom{a+b}k .$$

For $k\le a+b$, division by $N_k=k!\sqrt{\binom{a+b}k}$ therefore gives a unit vector $S_k$, with amplitudes

$$\sqrt{\binom ai\binom bj\Big/\binom{a+b}k},\qquad i+j=k .$$

For spin 1 with spin 1/2 and $k=1$, the amplitudes are $\sqrt{2/3}$ on $e_1\otimes e_0$ and $\sqrt{1/3}$ on $e_0\otimes e_1$.

Finally, $J_-S_k=(N_{k+1}/N_k)\,S_{k+1}$ for $k<a+b$. The weight identity, used for a spin $(a+b)/2$, shows that this ratio is $\ell_{a+b}(k+1)$. At $k=a+b$ no product state lies lower, so $J_-S_k=0$. These are the lowering matrix elements of one spin $(a+b)/2$.

## What the matrices and theorems say

The natural numbers `a` and `b` are twice the spins, and zero is allowed: a spin 0 has a single state. A level is an element of `Fin (a + 1)`, and a state of the pair is a complex function on pairs of levels. In `lowering a` the entry in row `i` and column `j` is nonzero only for `i = j + 1`, so columns are initial states and rows are final ones. The definition `total` builds the two-spin operator from Kronecker products, written `⊗ₖ`, and `*ᵥ` applies a matrix to a vector.

The weight `ladder` is put in by definition. It stands for the standard spin matrix element, with the usual phase convention that makes it nonnegative. Together with the coefficient $+1$ given to the top product state, this convention fixes the signs of the coupling coefficients.

Four theorems carry the result:

- `total_pow_top` gives the lowered vector as $k!$ times a sum over product states of total level $k$. The vector `Pi.single p 1` is the product state labelled by the pair `p`.
- `total_pow_top_normSq` gives the squared norm, written as the Hermitian product `star v ⬝ᵥ v` of the vector with itself.
- `stretched_apply` gives the amplitudes of the normalised states.
- `total_stretched` gives the action of total lowering on those states.

All four are stated for every natural `k`. Beyond $k=a+b$ the lowered vector is zero, and `stretched` is then zero as well.

The file contains no $J_z$, $J_+$ or $J^2$. That the $S_k$ are the states of total spin $(a+b)/2$ comes from the usual theory of angular momentum, in which the top product state has the largest possible magnetic number and lowering preserves the total spin. The multiplets of smaller total spin need other starting vectors and are not treated.

When two fragments of definite spin are coupled to their highest total spin, these are the coefficients with which products of their magnetic states are combined. They apply to that multiplet alone.

## How the induction runs in Lean

`lowering_mulVec` computes one lowering of a single spin. The matrix sum has at most one nonzero term, which `Finset.sum_eq_single` selects. The amplitudes are given by a function on all natural numbers, so that `f (i - 1)` makes sense even at the top level, where the zero weight removes it.

`ladder_mul_sqrt_choose` is the weight identity. It starts from Mathlib's `Nat.choose_succ_right_eq`, the relation between neighbouring binomials, and then takes the square root. `lowering_step` combines these two lemmas: with the other spin held at a fixed level, one lowering moves the support from total level `k` to `k + 1` and brings out the factor `i`.

`total_pow_apply` is the induction on `k`. Its local statement `split` is the two-route formula for $A_{k+1}$, and `h2` rewrites the amplitudes so that the same `lowering_step` serves for the second spin. `total_pow_top` then turns the amplitudes into a sum of product states.

In `total_pow_top_normSq`, Vandermonde's identity enters as `Nat.add_choose_eq`, whose sum runs over all pairs with $i+j=k$. The step `h` discards the pairs with $i>a$ or $j>b$, and `hv` rewrites the remaining sum over the actual levels. The squared amplitudes are then compared term by term.

`stretched_apply` cancels $k!$ and gathers the roots into one. `total_stretched` separates two cases. For `k < a + b`, the equation `e` is the recurrence $N_{k+1}=\ell_{a+b}(k+1)N_k$, and `hL` shows that the weight is nonzero and may be cancelled. Otherwise the vector lowered `k + 1` times is zero, because no pair of levels adds up to `k + 1`.

## `linear_combination` and the step to $(k+1)!$

The step that turns $k!$ into $(k+1)!$ is a single call of Mathlib's tactic `linear_combination`. Write $R=\sqrt{\binom ai}\sqrt{\binom bj}$. After the two lowerings have been added, the goal is

$$k!\,iR+k!\,jR=(k+1)\,k!\,R .$$

This is not an identity in free variables; it needs the constraint `hR`, which says $i+j=k+1$ in the real numbers. The call supplies the constraint together with its coefficient $k!\,R$. The tactic subtracts that multiple of `hR` from the goal and leaves an equation for `ring`, which checks it by commutative algebra alone. The square roots pass through as opaque symbols, since nothing about them is needed here.

In the norm calculation the same tactic receives `hx` and `hy`, which say that each root squares to its binomial. There the properties of the roots do matter, and they enter as explicit equations with explicit coefficients.
